# The elastic cross-section of an absorbing s-wave resonance tends to a positive constant at threshold when the neutron width is proportional to k

The theorem `elastic_threshold` concerns slow-neutron scattering in a model with a single s-wave resonance and no other contribution to the amplitude. The neutron width is 2ck and the energy is dk², while the absorption width h and the resonance energy E0 are constant; c and h are positive, and d and E0 are any real numbers. It states that as the wave number k tends to zero from above, the elastic cross-section 4π|f|² tends to 4πc²/(E0² + h²/4), and that this value is positive. The proof takes the limit of the constant 4πc² divided by the resonance denominator, then uses the earlier theorem `total_and_elastic` to show that this quotient equals the cross-section for every k > 0.

As first written in Lean, the proof fails:

```lean
import Mathlib

open Filter Topology
open scoped Real

namespace NeutronResonanceAbsorption

noncomputable section

/-- The resonance denominator `(E - E0)² + (g + h)²/4` for neutron width `g` and
absorption width `h`. -/
def resonanceDenom (g h E0 E : ℝ) : ℝ := (E - E0) ^ 2 + (g + h) ^ 2 / 4

/-- The single-level s-wave amplitude `-(g/(2k)) / (E - E0 + i(g + h)/2)`. -/
def amplitude (g h E0 E k : ℝ) : ℂ :=
  -((g / (2 * k) : ℝ) : ℂ) / (((E - E0 : ℝ) : ℂ) + (((g + h) / 2 : ℝ) : ℂ) * Complex.I)

/-- The total cross-section `(4π/k) Im f` given by the optical theorem. -/
def totalCrossSection (k : ℝ) (f : ℂ) : ℝ := 4 * π / k * f.im

/-- The elastic cross-section `4π|f|²` of an isotropic amplitude. -/
def elasticCrossSection (f : ℂ) : ℝ := 4 * π * ‖f‖ ^ 2

/-- The resonance denominator is positive when the total width is nonzero. -/
theorem resonanceDenom_pos {g h : ℝ} (hw : g + h ≠ 0) (E0 E : ℝ) :
    0 < resonanceDenom g h E0 E := by
  have h2 : 0 < (g + h) ^ 2 := lt_of_le_of_ne (sq_nonneg _) (Ne.symm (pow_ne_zero 2 hw))
  unfold resonanceDenom
  linarith [sq_nonneg (E - E0)]

/-- Multiplied by `k²((E - E0)² + (g + h)²/4)`, the total cross-section of the resonance
is `πg(g + h)` and the elastic one is `πg²`. -/
theorem total_and_elastic {g h k : ℝ} (hk : k ≠ 0) (hw : g + h ≠ 0) (E0 E : ℝ) :
    totalCrossSection k (amplitude g h E0 E k) * (k ^ 2 * resonanceDenom g h E0 E)
        = π * g * (g + h) ∧
      elasticCrossSection (amplitude g h E0 E k) * (k ^ 2 * resonanceDenom g h E0 E)
        = π * g ^ 2 := by
  have hD := (resonanceDenom_pos hw E0 E).ne'
  have hsq : (E - E0) ^ 2 + ((g + h) / 2) ^ 2 = resonanceDenom g h E0 E := by
    unfold resonanceDenom
    ring
  -- imaginary part and squared modulus of the amplitude
  have him : (amplitude g h E0 E k).im
      = g / (2 * k) * ((g + h) / 2) / resonanceDenom g h E0 E := by
    rw [amplitude, Complex.div_im, Complex.normSq_add_mul_I, hsq]
    simp only [Complex.neg_re, Complex.neg_im, Complex.add_re, Complex.add_im,
      Complex.mul_re, Complex.mul_im, Complex.I_re, Complex.I_im, Complex.ofReal_re,
      Complex.ofReal_im]
    ring
  have hnorm : ‖amplitude g h E0 E k‖ ^ 2
      = (g / (2 * k)) ^ 2 / resonanceDenom g h E0 E := by
    rw [← Complex.normSq_eq_norm_sq, amplitude, map_div₀, Complex.normSq_neg,
      Complex.normSq_ofReal, Complex.normSq_add_mul_I, hsq]
    ring
  constructor
  · rw [totalCrossSection, him]
    first
      | (field_simp; done)
      | (field_simp; ring)
  · rw [elasticCrossSection, hnorm]
    first
      | (field_simp; done)
      | (field_simp; ring)

/-- With `g = 2ck` and `E = dk²`, the resonance denominator tends to `E0² + h²/4`
as `k` tends to zero from above. -/
theorem resonanceDenom_threshold (c d h E0 : ℝ) :
    Tendsto (fun k : ℝ => resonanceDenom (2 * c * k) h E0 (d * k ^ 2)) (𝓝[>] 0)
      (𝓝 (E0 ^ 2 + h ^ 2 / 4)) := by
  have hc : Continuous (fun k : ℝ => resonanceDenom (2 * c * k) h E0 (d * k ^ 2)) := by
    unfold resonanceDenom
    fun_prop
  exact (hc.tendsto' 0 _ (by unfold resonanceDenom; ring)).mono_left nhdsWithin_le_nhds

/-- With `g = 2ck` and `E = dk²`, the elastic cross-section tends to the positive value
`4πc²/(E0² + h²/4)` as `k` tends to zero from above. -/
theorem elastic_threshold {c h : ℝ} (hc : 0 < c) (hh : 0 < h) (d E0 : ℝ) :
    Tendsto (fun k : ℝ => elasticCrossSection (amplitude (2 * c * k) h E0 (d * k ^ 2) k))
      (𝓝[>] 0) (𝓝 (4 * π * c ^ 2 / (E0 ^ 2 + h ^ 2 / 4))) ∧
      0 < 4 * π * c ^ 2 / (E0 ^ 2 + h ^ 2 / 4) := by
  have h0 : 0 < E0 ^ 2 + h ^ 2 / 4 := by positivity
  refine ⟨?_, by positivity⟩
  refine (tendsto_const_nhds.div (resonanceDenom_threshold c d h E0) h0.ne').congr' ?_
  filter_upwards [self_mem_nhdsWithin] with k hk
  have hk : 0 < k := hk
  have hw : 2 * c * k + h ≠ 0 := by positivity
  symm
  rw [eq_div_iff (resonanceDenom_pos hw E0 (d * k ^ 2)).ne']
  apply mul_left_cancel₀ (pow_ne_zero 2 hk.ne')
  linear_combination (total_and_elastic hk.ne' hw E0 (d * k ^ 2)).2

end

end NeutronResonanceAbsorption
```

The error:

```
Main.lean:88:6: error: Tactic `rewrite` failed: Did not find an occurrence of the pattern
  @Eq ℝ ?m.299 (?m.297 / resonanceDenom (2 * c * k) h E0 (d * k ^ 2))
in the target expression
  @Eq ℝ (elasticCrossSection (amplitude (2 * c * k) h E0 (d * k ^ 2) k))
    (((fun x => 4 * π * c ^ 2) / fun k => resonanceDenom (2 * c * k) h E0 (d * k ^ 2)) k)

c h : ℝ
hc : 0 < c
hh : 0 < h
d E0 : ℝ
h0 : 0 < E0 ^ 2 + h ^ 2 / 4
k : ℝ
hk✝ : k ∈ Set.Ioi 0
hk : 0 < k
hw : 2 * c * k + h ≠ 0
⊢ elasticCrossSection (amplitude (2 * c * k) h E0 (d * k ^ 2) k) =
    ((fun x => 4 * π * c ^ 2) / fun k => resonanceDenom (2 * c * k) h E0 (d * k ^ 2)) k
```

Diagnosis. The error is about the form of the goal. The limit was built with `Tendsto.div`, and the right-hand side it leaves is a quotient of two functions, `fun x => 4 * π * c ^ 2` and `fun k => resonanceDenom …`, applied as a whole to `k`. The rewrite with `eq_div_iff` needs an equation whose right-hand side is a quotient of real numbers, with `resonanceDenom (2 * c * k) h E0 (d * k ^ 2)` as the denominator. The two forms are equal by definition, but `rw` searches for the pattern as written and does not unfold the division of functions to find it, so it reports no occurrence.

The added `change` line restates the right-hand side as `4 * π * c ^ 2 / resonanceDenom (2 * c * k) h E0 (d * k ^ 2)`, which Lean accepts because the two are equal by definition. The pattern is then present and the rewrite succeeds. The rest of the proof is unchanged.

Lean accepts the file once it reads:

```diff
@@ -86,4 +86,5 @@
   have hw : 2 * c * k + h ≠ 0 := by positivity
   symm
+  change _ = 4 * π * c ^ 2 / resonanceDenom (2 * c * k) h E0 (d * k ^ 2)
   rw [eq_div_iff (resonanceDenom_pos hw E0 (d * k ^ 2)).ne']
   apply mul_left_cancel₀ (pow_ne_zero 2 hk.ne')
```
